# For a continuous potential, the Lippmann–Schwinger equation on an interval is equivalent to a boundary value problem

An electron wave $e^{ikx}$, with $k>0$, arrives from the left at a potential confined to $0\le x\le a$. Every point $y$ of the potential emits a secondary wave proportional to $V(y)u(y)$, so the total wave $u$ obeys

$$u(x)=e^{ikx}+\frac{1}{2ik}\int_0^a e^{ik|x-y|}\,V(y)u(y)\,dy .$$

Here $V$ is the potential energy times $2m/\hbar^2$, and the energy in the same units is $k^2$. The integral involves $u$ on the whole interval. Which local problem does $u$ solve?

```lean
import Mathlib

open Complex Set

namespace LippmannSchwingerEquation
```

The integral equation becomes a condition on a function `u`, imposed only on $[0,a]$; `I` is the imaginary unit.

```lean
/-- The Lippmann-Schwinger equation on `[0,a]` for a wave `exp(ikx)` incident on the potential
`V`, for wave number `k ≠ 0`. -/
def LippmannSchwinger (k a : ℝ) (V : ℝ → ℝ) (u : ℝ → ℂ) : Prop :=
  ∀ x ∈ Icc 0 a, u x = exp (I * k * x) +
    1 / (2 * I * k) * ∫ y in (0 : ℝ)..a, exp (I * k * (|x - y| : ℝ)) * (V y * u y)
```

The local problem concerns a pair `u`, `w`, and part (d) spells out its four fields. `HasDerivWithinAt` on `Icc 0 a` means a one-sided derivative at each end.

```lean
/-- The scattering boundary value problem on `[0,a]`: `w` is the derivative of `u`, the
Schrödinger equation `w' = (V - k²) u` holds, and `u` and `w` obey one condition at each end. -/
structure ScatteringState (k a : ℝ) (V : ℝ → ℝ) (u w : ℝ → ℂ) : Prop where
  deriv_u : ∀ x ∈ Icc 0 a, HasDerivWithinAt u (w x) (Icc 0 a) x
  deriv_w : ∀ x ∈ Icc 0 a, HasDerivWithinAt w (((V x : ℂ) - k ^ 2) * u x) (Icc 0 a) x
  left : w 0 + I * k * u 0 = 2 * (I * k)
  right : w a = I * k * u a
```

## (a) Slope of an exponential wave

**Task.** For complex $c$ and real $x$, show that $\frac{d}{dx}e^{cx}=c\,e^{cx}$.

**Solution.** The exponent has derivative $c$, and the chain rule gives the result. In Lean, `comp_ofReal` restricts the complex derivative to real $x$.

```lean
/-- The exponential wave `exp(cx)` has derivative `c exp(cx)`. -/
theorem hasDerivAt_wave (c : ℂ) (x : ℝ) :
    HasDerivAt (fun y : ℝ => exp (c * y)) (c * exp (c * x)) x :=
  (((hasDerivAt_id' (x : ℂ)).const_mul c).cexp.comp_ofReal).congr_deriv (by ring)
```

## (b) Sources to the left and right

**Task.** For $f$ continuous on $[0,a]$ and $x\in[0,a]$, show that

$$\int_0^a e^{c|x-y|}f(y)\,dy=e^{cx}\int_0^x e^{-cy}f(y)\,dy+e^{-cx}\int_x^a e^{cy}f(y)\,dy .$$

**Solution.** Cut the integral at $y=x$. On the left $|x-y|=x-y$, on the right $|x-y|=y-x$; take the factors depending on $x$ outside. The cut is `integral_add_adjacent_intervals`, and each `integral_congr` resolves the absolute value on one side.

```lean
/-- For a source `f` continuous on `[0,a]`, the field at `x` in `[0,a]` is a wave `exp(cx)` fed by
the sources to the left of `x` plus a wave `exp(-cx)` fed by those to the right. -/
theorem integral_split {a x : ℝ} {f : ℝ → ℂ} (c : ℂ) (hf : ContinuousOn f (Icc 0 a))
    (hx : x ∈ Icc 0 a) :
    ∫ y in (0 : ℝ)..a, exp (c * (|x - y| : ℝ)) * f y =
      exp (c * x) * (∫ y in (0 : ℝ)..x, exp (-c * y) * f y) +
      exp (-c * x) * ∫ y in x..a, exp (c * y) * f y := by
  have hc : ContinuousOn (fun y : ℝ => exp (c * (|x - y| : ℝ)) * f y) (Icc 0 a) :=
    ContinuousOn.mul (Continuous.continuousOn (by fun_prop)) hf
  have h1 := (hc.mono (Icc_subset_Icc le_rfl hx.2)).intervalIntegrable_of_Icc
    (μ := MeasureTheory.volume) hx.1
  have h2 := (hc.mono (Icc_subset_Icc hx.1 le_rfl)).intervalIntegrable_of_Icc
    (μ := MeasureTheory.volume) hx.2
  rw [← intervalIntegral.integral_add_adjacent_intervals h1 h2,
    ← intervalIntegral.integral_const_mul, ← intervalIntegral.integral_const_mul]
  congr 1
  · refine intervalIntegral.integral_congr fun y hy => ?_
    rw [uIcc_of_le hx.1] at hy
    simp only [abs_of_nonneg (sub_nonneg.mpr hy.2)]
    rw [← mul_assoc, ← Complex.exp_add]
    congr 2
    push_cast
    ring
  · refine intervalIntegral.integral_congr fun y hy => ?_
    rw [uIcc_of_le hx.2] at hy
    simp only [abs_of_nonpos (sub_nonpos.mpr hy.1)]
    rw [← mul_assoc, ← Complex.exp_add]
    congr 2
    push_cast
    ring
```

## (c) Differentiating the two-wave form

**Task.** Let $A'=e^{-cx}g$, $B'=e^{cx}g$ and $2cd=1$, with $b$ constant. For

$$U=e^{cx}+d\,\bigl[e^{cx}A+e^{-cx}(b-B)\bigr]$$

show that $U'=ce^{cx}+\tfrac12\bigl[e^{cx}A-e^{-cx}(b-B)\bigr]$ and $U''=c^2U+g$.

**Solution.** The product rule gives

$$(e^{cx}A)'=ce^{cx}A+g,\qquad \bigl(e^{-cx}(b-B)\bigr)'=-ce^{-cx}(b-B)-g .$$

In $U'$ the two are added: $g$ cancels, and $cd=\tfrac12$. In $U''$ they are subtracted, and half of $2g$ remains:

$$U''=c^2e^{cx}+\tfrac c2\bigl[e^{cx}A+e^{-cx}(b-B)\bigr]+g=c^2U+g,$$

since $c/2=c^2d$. The `linear_combination` steps use $2cd=1$ (`hd`) and $e^{cx}e^{-cx}=1$ (`hpm`).

```lean
/-- Variation of constants: if `A' = exp(-cx) g`, `B' = exp(cx) g` and `2cd = 1`, the two-wave
form `U` built from `A` and `b - B` has the stated derivative, and `U'' = c² U + g`. -/
theorem variation_of_constants {c d : ℂ} (hd : 2 * c * d = 1) {A B g : ℝ → ℂ} (b : ℂ)
    (hA : ∀ x : ℝ, HasDerivAt A (exp (-c * x) * g x) x)
    (hB : ∀ x : ℝ, HasDerivAt B (exp (c * x) * g x) x) (x : ℝ) :
    HasDerivAt (fun x : ℝ => exp (c * x) + d * (exp (c * x) * A x + exp (-c * x) * (b - B x)))
      (c * exp (c * x) + 1 / 2 * (exp (c * x) * A x - exp (-c * x) * (b - B x))) x ∧
    HasDerivAt
      (fun x : ℝ => c * exp (c * x) + 1 / 2 * (exp (c * x) * A x - exp (-c * x) * (b - B x)))
      (c ^ 2 * (exp (c * x) + d * (exp (c * x) * A x + exp (-c * x) * (b - B x))) + g x) x := by
  have hp := hasDerivAt_wave c x
  have h1 := hp.fun_mul (hA x)
  have h2 := (hasDerivAt_wave (-c) x).fun_mul ((hB x).const_sub b)
  have hpm : exp (c * x) * exp (-c * x) = 1 := by
    rw [← Complex.exp_add]; simp
  constructor
  · refine (hp.fun_add ((h1.fun_add h2).const_mul d)).congr_deriv ?_
    linear_combination (1 / 2) * (exp (c * x) * A x - exp (-c * x) * (b - B x)) * hd
  · refine ((hp.const_mul c).fun_add ((h1.fun_sub h2).const_mul (1 / 2))).congr_deriv ?_
    linear_combination g x * hpm -
      (c / 2) * (exp (c * x) * A x + exp (-c * x) * (b - B x)) * hd
```

## (d) The equivalent local problem

**Task.** Let $k\ne0$, $a>0$ and $V$ be real and continuous on $[0,a]$. Show that $u$ is continuous and solves the integral equation exactly when some $w$ satisfies, on $[0,a]$,

$$u'=w,\quad w'=(V-k^2)u,\quad w(0)+ik\,u(0)=2ik,\quad w(a)=ik\,u(a).$$

**Solution.** *From integral to local.* By (b), $u$ is the $U$ of (c) with $c=ik$, $d=1/(2ik)$, $g=Vu$, $A=\int_0^x e^{-iky}g\,dy$, $B=\int_0^x e^{iky}g\,dy$ and $b=B(a)$. Set $w=U'$; then $c^2=-k^2$ gives the equation for $w'$. At the ends,

$$ik\,u(0)=ik+\tfrac12B(a),\qquad w(0)=ik-\tfrac12B(a),$$
$$w(a)=e^{ika}\bigl(ik+\tfrac12A(a)\bigr)=ik\,u(a).$$

*From local to integral.* For $c=\pm ik$,

$$\bigl[e^{cx}(w-cu)\bigr]'=e^{cx}(w'+k^2u)=e^{cx}Vu .$$

Integrate from the end where the boundary condition applies:

$$\int_0^x e^{-iky}Vu\,dy=e^{-ikx}(w+iku)-2ik,$$
$$\int_x^a e^{iky}Vu\,dy=-e^{ikx}(w-iku).$$

By (b), the full integral is $2ik(u-e^{ikx})$. Dividing by $2ik$ recovers the integral equation.

In Lean, `g` first extends $Vu$ continuously beyond $[0,a]$, so that (c) applies on the whole line. `hU` identifies $u$ with the two-wave form; `hq` and `hint` are the derivative and integrals of the converse.

```lean
/-- For `k ≠ 0` and `V` continuous on `[0,a]`, the continuous solutions of the Lippmann-Schwinger
equation are exactly the solutions of the scattering boundary value problem. -/
theorem lippmannSchwinger_iff {k a : ℝ} {V : ℝ → ℝ} {u : ℝ → ℂ} (hk : k ≠ 0) (ha : 0 < a)
    (hV : ContinuousOn V (Icc 0 a)) :
    (ContinuousOn u (Icc 0 a) ∧ LippmannSchwinger k a V u) ↔
      ∃ w, ScatteringState k a V u w := by
  obtain ⟨d, hdd⟩ : ∃ d : ℂ, d = 1 / (2 * I * k) := ⟨_, rfl⟩
  have hd : 2 * (I * k) * d = 1 := by
    rw [hdd, ← mul_assoc]
    exact mul_one_div_cancel (by simp [hk])
  have hsrc (hu : ContinuousOn u (Icc 0 a)) :
      ContinuousOn (fun y => (V y : ℂ) * u y) (Icc 0 a) :=
    (Complex.continuous_ofReal.comp_continuousOn hV).mul hu
  constructor
  · rintro ⟨hu, h⟩
    -- extend the source V u continuously to the whole line
    obtain ⟨g, hg, hgf⟩ : ∃ g : ℝ → ℂ, Continuous g ∧ ∀ y ∈ Icc 0 a, g y = V y * u y := by
      have hp : Continuous (fun y : ℝ => max 0 (min a y)) := by fun_prop
      refine ⟨_, (hsrc hu).comp_continuous hp
        (fun y => ⟨le_max_left _ _, max_le ha.le (min_le_left _ _)⟩), fun y hy => ?_⟩
      show (V (max 0 (min a y)) : ℂ) * u (max 0 (min a y)) = V y * u y
      rw [min_eq_right hy.2, max_eq_right hy.1]
    have hc (c : ℂ) : Continuous (fun y : ℝ => exp (c * y) * g y) := by fun_prop
    obtain ⟨A, hA, hAi⟩ : ∃ A : ℝ → ℂ, (∀ x : ℝ, HasDerivAt A (exp (-(I * k) * x) * g x) x) ∧
        ∀ x, A x = ∫ y in (0 : ℝ)..x, exp (-(I * k) * y) * g y :=
      ⟨_, fun x => ((hc _).integral_hasStrictDerivAt 0 x).hasDerivAt, fun _ => rfl⟩
    obtain ⟨B, hB, hBi⟩ : ∃ B : ℝ → ℂ, (∀ x : ℝ, HasDerivAt B (exp (I * k * x) * g x) x) ∧
        ∀ x, B x = ∫ y in (0 : ℝ)..x, exp (I * k * y) * g y :=
      ⟨_, fun x => ((hc _).integral_hasStrictDerivAt 0 x).hasDerivAt, fun _ => rfl⟩
    have hU : ∀ x ∈ Icc 0 a, u x = exp (I * k * x) +
        d * (exp (I * k * x) * A x + exp (-(I * k) * x) * (B a - B x)) := by
      intro x hx
      have e1 : ∫ y in (0 : ℝ)..a, exp (I * k * (|x - y| : ℝ)) * (V y * u y) =
          ∫ y in (0 : ℝ)..a, exp (I * k * (|x - y| : ℝ)) * g y := by
        refine intervalIntegral.integral_congr fun y hy => ?_
        rw [uIcc_of_le ha.le] at hy
        simp only [hgf y hy]
      have e2 : B a - B x = ∫ y in x..a, exp (I * k * y) * g y := by
        rw [hBi, hBi]
        exact intervalIntegral.integral_interval_sub_left
          ((hc _).intervalIntegrable _ _) ((hc _).intervalIntegrable _ _)
      rw [h x hx, e1, integral_split (I * k) hg.continuousOn hx, e2, hAi, hdd]
    have hUW := variation_of_constants hd (B a) hA hB
    refine ⟨_, fun x hx => (hUW x).1.hasDerivWithinAt.congr hU (hU x hx),
      fun x hx => (hUW x).2.hasDerivWithinAt.congr_deriv ?_, ?_, ?_⟩
    · linear_combination hgf x hx - (I * k) ^ 2 * hU x hx + k ^ 2 * u x * Complex.I_sq
    · have h0 := hU 0 ⟨le_rfl, ha.le⟩
      have hA0 : A 0 = 0 := by simp [hAi]
      simp only [Complex.ofReal_zero, mul_zero, Complex.exp_zero, hA0] at h0 ⊢
      linear_combination (I * k) * h0 + (1 / 2) * (B a - B 0) * hd
    · have h1 := hU a ⟨ha.le, le_rfl⟩
      simp only [sub_self] at h1 ⊢
      linear_combination -(I * k) * h1 - (1 / 2) * (exp (I * k * a) * A a) * hd
  · rintro ⟨w, h⟩
    have hu : ContinuousOn u (Icc 0 a) := fun x hx => (h.deriv_u x hx).continuousWithinAt
    -- the one-way amplitudes change only through the source V u
    have hq (c : ℂ) (hc : c ^ 2 = -(k : ℂ) ^ 2) (x : ℝ) (hx : x ∈ Icc 0 a) :
        HasDerivWithinAt (fun x : ℝ => exp (c * x) * (w x - c * u x))
          (exp (c * x) * (V x * u x)) (Icc 0 a) x := by
      refine ((hasDerivAt_wave c x).hasDerivWithinAt.fun_mul
        ((h.deriv_w x hx).fun_sub ((h.deriv_u x hx).const_mul c))).congr_deriv ?_
      linear_combination -(exp (c * x) * u x) * hc
    have hint (c : ℂ) (hc : c ^ 2 = -(k : ℂ) ^ 2) (p q : ℝ) (hp : 0 ≤ p) (hpq : p ≤ q)
        (hqa : q ≤ a) : ∫ y in p..q, exp (c * y) * (V y * u y) =
          exp (c * q) * (w q - c * u q) - exp (c * p) * (w p - c * u p) := by
      have hs : Icc p q ⊆ Icc 0 a := Icc_subset_Icc hp hqa
      refine intervalIntegral.integral_eq_sub_of_hasDerivAt_of_le
        (f := fun x : ℝ => exp (c * x) * (w x - c * u x)) hpq
        (fun x hx => (hq c hc x (hs hx)).continuousWithinAt.mono hs)
        (fun x hx => (hq c hc x (hs (Ioo_subset_Icc_self hx))).hasDerivAt
          (Icc_mem_nhds (hp.trans_lt hx.1) (hx.2.trans_le hqa))) ?_
      exact (ContinuousOn.mul (Continuous.continuousOn (by fun_prop))
        ((hsrc hu).mono hs)).intervalIntegrable_of_Icc hpq
    refine ⟨hu, fun x hx => ?_⟩
    have hpm : exp (I * k * x) * exp (-(I * k) * x) = 1 := by
      rw [← Complex.exp_add]; simp
    have hsq : (I * k) ^ 2 = -(k : ℂ) ^ 2 := by
      rw [mul_pow, Complex.I_sq]; ring
    rw [integral_split (I * k) (hsrc hu) hx, ← hdd,
      hint (-(I * k)) (by rw [neg_sq, hsq]) 0 x le_rfl hx.1 hx.2,
      hint (I * k) hsq x a hx.1 hx.2 le_rfl]
    simp only [Complex.ofReal_zero, mul_zero, Complex.exp_zero]
    linear_combination d * exp (I * k * x) * h.left -
      d * exp (-(I * k) * x) * exp (I * k * a) * h.right -
      2 * (I * k) * d * u x * hpm - (u x - exp (I * k * x)) * hd
```

## (e) The wave equation inside the potential

**Task.** Under the same assumptions, show that a continuous solution of the integral equation satisfies $u''=(V-k^2)u$ on $(0,a)$.

**Solution.** By (d), $u'=w$ throughout the open interval, so $u''=w'=(V-k^2)u$. Lean's `deriv u` agrees with `w` near each interior point, which `filter_upwards` supplies.

```lean
/-- For `k ≠ 0` and `V` continuous on `[0,a]`, a continuous solution of the Lippmann-Schwinger
equation satisfies the Schrödinger equation `u'' = (V - k²) u` on `(0,a)`. -/
theorem schrodinger_of_lippmannSchwinger {k a : ℝ} {V : ℝ → ℝ} {u : ℝ → ℂ} (hk : k ≠ 0)
    (hV : ContinuousOn V (Icc 0 a)) (hu : ContinuousOn u (Icc 0 a))
    (h : LippmannSchwinger k a V u) {x : ℝ} (hx : x ∈ Ioo 0 a) :
    DifferentiableAt ℝ u x ∧ HasDerivAt (deriv u) (((V x : ℂ) - k ^ 2) * u x) x := by
  obtain ⟨w, hw⟩ := (lippmannSchwinger_iff hk (hx.1.trans hx.2) hV).mp ⟨hu, h⟩
  have hd : ∀ y ∈ Ioo 0 a, HasDerivAt u (w y) y := fun y hy =>
    (hw.deriv_u y (Ioo_subset_Icc_self hy)).hasDerivAt (Icc_mem_nhds hy.1 hy.2)
  refine ⟨(hd x hx).differentiableAt, ((hw.deriv_w x (Ioo_subset_Icc_self hx)).hasDerivAt
    (Icc_mem_nhds hx.1 hx.2)).congr_of_eventuallyEq ?_⟩
  filter_upwards [Ioo_mem_nhds hx.1 hx.2] with y hy using (hd y hy).deriv


end LippmannSchwingerEquation
```

```lean
#print axioms LippmannSchwingerEquation.lippmannSchwinger_iff
-- 'LippmannSchwingerEquation.lippmannSchwinger_iff' depends on axioms: [propext, Classical.choice, Quot.sound]
#print axioms LippmannSchwingerEquation.schrodinger_of_lippmannSchwinger
-- 'LippmannSchwingerEquation.schrodinger_of_lippmannSchwinger' depends on axioms: [propext, Classical.choice, Quot.sound]
```

## Reading off transmission

For one particle in one channel, the equivalence turns a transport problem into a differential equation on a finite interval. Existence of a solution is not claimed, and jumps of $V$ inside the interval are excluded. Suppose that $V$ vanishes outside $[0,a]$, which leaves out a bias between the two sides. For $k>0$, $u$ then joins $e^{ikx}+re^{-ikx}$ on the left and $te^{ikx}$ on the right. Then the reflection amplitude is $r=u(0)-1$, and the transmission probability is $|t|^2=|u(a)|^2$ for real $V$.

In a calculation, start at $x=a$ with $u=1$, $w=ik$ and integrate the differential equation back to $x=0$. Multiplying both functions by $2ik/(w(0)+ik\,u(0))$ then sets the incident amplitude to one; for real $V$, current conservation keeps the denominator nonzero.

The argument in (d) never uses that $V$ is real, so it also gives the equivalence for a continuous complex potential, such as one that models absorption.
